# The constrained interaction (1 − s v R)⁻¹ v diverges at every strength s where 1 − s v R is singular

In a finite basis, let the bare interaction `v` and the rest polarization `R` be any real matrices that do not depend on the interaction strength s, and let W(s) = (1 − s v R)⁻¹ v be the constrained interaction. The lemma `diverges_of_singular` says that if the dielectric matrix 1 − s v R has zero determinant at s₀, then some fixed charge produces, at some basis site, a potential whose absolute value grows without bound as s tends to s₀ through other values. The proof takes a nonzero null vector u of the dielectric matrix at s₀ and uses the charge R u, for which (s₀ − s) W(s) R u = u wherever the dielectric matrix at s is nonsingular. To show that it is nonsingular at all s near s₀ other than s₀ itself, the proof writes the determinant as a polynomial in s, which is not zero because it equals 1 at s = 0.

The first attempt, which Lean rejects:

```lean
import Mathlib

open Matrix Filter Topology

namespace DivergesOfSingular

variable {n : Type*} [Fintype n] [DecidableEq n]

/-- The constrained dielectric matrix `1 - s v R` for bare interaction `v`, rest polarization `R`
and interaction strength `s`. -/
def dielectric (v R : Matrix n n ℝ) (s : ℝ) : Matrix n n ℝ := 1 - s • (v * R)

/-- The constrained interaction `W(s) = (1 - s v R)⁻¹ v`, meaningful where the dielectric matrix
`1 - s v R` is nonsingular. -/
noncomputable def interaction (v R : Matrix n n ℝ) (s : ℝ) : Matrix n n ℝ :=
  (dielectric v R s)⁻¹ * v

/-- The constrained interaction diverges at `s₀`: the absolute value of the potential that some
fixed charge `q` produces at some basis site `i` grows without bound as `s` tends to `s₀` through
values other than `s₀`. -/
def DivergesAt (v R : Matrix n n ℝ) (s₀ : ℝ) : Prop :=
  ∃ (q : n → ℝ) (i : n), Tendsto (fun s => |(interaction v R s *ᵥ q) i|) (𝓝[≠] s₀) atTop

/-- If `u` is a null vector of the dielectric matrix at `s₀`, then at every nonsingular strength `s`
the charge `R u` produces a potential `W(s) R u` with `(s₀ - s) W(s) R u = u`. -/
theorem interaction_pole {v R : Matrix n n ℝ} {s₀ s : ℝ} {u : n → ℝ}
    (h : dielectric v R s₀ *ᵥ u = 0) (hs : (dielectric v R s).det ≠ 0) :
    (s₀ - s) • (interaction v R s *ᵥ (R *ᵥ u)) = u := by
  have h1 : dielectric v R s *ᵥ u = (s₀ - s) • ((v * R) *ᵥ u) := by
    simp only [dielectric, sub_mulVec, one_mulVec, smul_mulVec] at h ⊢
    rw [sub_smul, ← sub_eq_zero.1 h]
  calc (s₀ - s) • (interaction v R s *ᵥ (R *ᵥ u))
      = (dielectric v R s)⁻¹ *ᵥ ((s₀ - s) • ((v * R) *ᵥ u)) := by
        rw [mulVec_smul, interaction]
        simp only [mulVec_mulVec, Matrix.mul_assoc]
    _ = u := by
        rw [← h1, mulVec_mulVec, nonsing_inv_mul _ (isUnit_iff_ne_zero.2 hs), one_mulVec]

/-- Wherever the dielectric matrix is singular, the constrained interaction diverges. -/
theorem diverges_of_singular {v R : Matrix n n ℝ} {s₀ : ℝ}
    (h : (dielectric v R s₀).det = 0) : DivergesAt v R s₀ := by
  obtain ⟨u, hu, h0⟩ := Matrix.exists_mulVec_eq_zero_iff.2 h
  obtain ⟨i, hi⟩ := Function.ne_iff.1 hu
  -- the determinant is a nonzero polynomial in `s`, so its zeros are isolated
  let p : Polynomial ℝ :=
    (1 - (Polynomial.X : Polynomial ℝ) • (v * R).map Polynomial.C).det
  have hp : ∀ s, p.eval s = (dielectric v R s).det := by
    intro s
    change Polynomial.evalRingHom s (Matrix.det _) = _
    rw [RingHom.map_det, dielectric]
    generalize v * R = M
    congr 1
    ext a b
    by_cases hab : a = b <;> simp [Matrix.one_apply, hab, mul_comm]
  have hp0 : p ≠ 0 := by
    intro hz
    have h1 := hp 0
    simp [hz, dielectric] at h1
  have hreg : ∀ᶠ s in 𝓝[≠] s₀, (dielectric v R s).det ≠ 0 := by
    have hf : ((p.roots.toFinset : Set ℝ) \ {s₀}).Finite :=
      p.roots.toFinset.finite_toSet.subset Set.sdiff_subset
    have hn : ((p.roots.toFinset : Set ℝ) \ {s₀})ᶜ ∈ 𝓝 s₀ :=
      hf.isClosed.isOpen_compl.mem_nhds (fun hm => hm.2 rfl)
    filter_upwards [mem_nhdsWithin_of_mem_nhds hn, self_mem_nhdsWithin] with s h1 h2 h3
    refine h1 ⟨?_, h2⟩
    rw [Finset.mem_coe, Multiset.mem_toFinset, Polynomial.mem_roots hp0]
    exact (hp s).trans h3
  have ht : Tendsto (fun s : ℝ => |s - s₀|) (𝓝[≠] s₀) (𝓝[>] 0) := by
    refine tendsto_nhdsWithin_iff.2 ⟨?_, ?_⟩
    · have hc : Continuous fun s : ℝ => |s - s₀| := by fun_prop
      have h1 := hc.tendsto s₀
      rw [sub_self, abs_zero] at h1
      exact h1.mono_left nhdsWithin_le_nhds
    · filter_upwards [self_mem_nhdsWithin] with s hs
      exact abs_pos.2 (sub_ne_zero.2 hs)
  refine ⟨R *ᵥ u, i, ((tendsto_inv_nhdsGT_zero.comp ht).const_mul_atTop
    (abs_pos.2 hi)).congr' ?_⟩
  filter_upwards [hreg, self_mem_nhdsWithin] with s hs hne
  have h1 := congrFun (interaction_pole h0 hs) i
  rw [Pi.smul_apply, smul_eq_mul] at h1
  have h2 : |s - s₀| ≠ 0 := abs_ne_zero.2 (sub_ne_zero.2 hne)
  have h3 : |u i| = |s - s₀| * |(interaction v R s *ᵥ (R *ᵥ u)) i| := by
    rw [abs_sub_comm s s₀, ← abs_mul, h1]
  change |u i| * |s - s₀|⁻¹ = _
  rw [h3, mul_comm, inv_mul_cancel_left₀ h2]

end DivergesOfSingular
```

Lean reports:

```
Main.lean:54:29: error: Tactic `simp` failed with a nested error:
maximum recursion depth has been reached
use `set_option maxRecDepth <num>` to increase limit
use `set_option diagnostics true` to get diagnostic information
```

The error is in the proof of `hp`, that the polynomial `p` evaluated at `s` is the determinant of the dielectric matrix. The two matrices are compared entry by entry, and there `simp` reaches its maximum recursion depth. The message names no lemma, but the code shows a loop. An entry of the polynomial matrix contains the product of `Polynomial.X` and a constant `Polynomial.C r`. Mathlib's simp lemma `Polynomial.X_mul_C` puts the constant on the left, while `mul_comm`, given to `simp` as an extra rule, can put it back on the right, so the two rules undo each other without end.

The repair takes `mul_comm` out of the `simp` call, and the constant stays on the left. Evaluation at `s` then gives the matrix entry times `s`, where the other side has `s` times the entry. `exact mul_comm _ _` closes this remaining equation, in the diagonal and the off-diagonal case alike, by using commutativity once instead of as a rewriting rule. Dropping `Matrix.one_apply` is mere tidying, since `simp` can evaluate the entries of the identity matrix from `hab` and its own lemmas.

The mended proof, as a diff:

```diff
@@ -52,5 +52,5 @@
     congr 1
     ext a b
-    by_cases hab : a = b <;> simp [Matrix.one_apply, hab, mul_comm]
+    by_cases hab : a = b <;> simp [hab] <;> exact mul_comm _ _
   have hp0 : p ≠ 0 := by
     intro hz
```
